# A nondecreasing interpolation from the Reuss to the Voigt average of positive moduli

## Moduli, fractions and a stiffening parameter

A composite has finitely many phases, labelled by $i$. Phase $i$ has a scalar elastic modulus $K_i > 0$, for example its bulk modulus, and a volume fraction $w_i \ge 0$, with $\sum_i w_i = 1$. Positivity of $K_i$ expresses mechanical stability: the phase resists the deformation in question.

The Voigt average is the arithmetic mean and the Reuss average is the harmonic mean,

$$K_V = \sum_i w_i K_i, \qquad K_R = \frac{1}{\sum_i w_i/K_i}.$$

The first belongs to equal strain in all phases, the second to equal stress. Let $y \ge 0$ be a parameter with the units of a modulus, and define

$$S(y) = \sum_i \frac{w_i}{K_i + y}, \qquad H(y) = \frac{1}{S(y)} - y.$$

Each phase is stiffened by $y$, the compliances are averaged, and $y$ is subtracted from the resulting modulus.

## Monotonicity, end values and the two-phase formula

The claim is that $H$ is nondecreasing on $y \ge 0$, that $H(0) = K_R$, and that $H(y) \to K_V$ as $y \to \infty$. The value at zero follows by setting $y = 0$ in the definition.

**Monotonicity.** At least one fraction is positive, since they sum to one, so $S(y) > 0$. Take $0 \le y \le z$ and put $t = z - y$. For any real number $a$, bringing the left side to a common denominator gives

$$t a^2 + \frac{1}{K_i + y} - \frac{(1 + t a)^2}{K_i + z} = \frac{t\,\bigl((K_i + y)a - 1\bigr)^2}{(K_i + y)(K_i + z)} \ge 0.$$

Multiply by $w_i$ and sum over the phases:

$$(1 + t a)^2 S(z) \le t a^2 + S(y).$$

Now choose $a = S(y)$. The right side becomes $S(y)\,(1 + t S(y))$, and division by the positive factor $1 + t S(y)$ leaves

$$(1 + t S(y))\,S(z) \le S(y).$$

Dividing by $S(y)S(z)$ gives $1/S(y) + t \le 1/S(z)$. Since $t = z - y$, this is $H(y) \le H(z)$.

**The limit.** For $y > 0$, use $K_i/(K_i + y) = 1 - y/(K_i + y)$ to obtain

$$\sum_i w_i K_i \frac{y}{K_i + y} = y\,(1 - y S(y)), \qquad \sum_i w_i \frac{y}{K_i + y} = y S(y).$$

The quotient of the two sums is $1/S(y) - y$, so

$$H(y) = \frac{\sum_i w_i K_i\, y/(K_i + y)}{\sum_i w_i\, y/(K_i + y)}.$$

Thus $H(y)$ is a weighted mean of the moduli. Each factor $y/(K_i + y) = 1 - K_i/(K_i + y)$ tends to 1, so the numerator tends to $K_V$ and the denominator to 1.

**Bounds.** Monotonicity gives $K_R = H(0) \le H(y)$. It also gives $H(y) \le H(z)$ for all $z \ge y$, and letting $z \to \infty$ yields $H(y) \le K_V$.

**Two phases.** Let $w_1, w_2 > 0$, and write $p = K_1 + y$ and $q = K_2 + y$. Then

$$S(y) = \frac{w_1 q + w_2 p}{pq}, \qquad w_1 q + w_2 p = w_2 K_1 + w_1 K_2 + y.$$

Because $w_1 + w_2 = 1$,

$$(w_1 p + w_2 q)(w_2 p + w_1 q) = w_1 w_2 (p - q)^2 + (w_1 + w_2)^2 pq = w_1 w_2 (K_1 - K_2)^2 + pq.$$

Divide by $w_2 p + w_1 q$, use $w_1 p + w_2 q = K_V + y$, and subtract $y$:

$$H(y) = w_1 K_1 + w_2 K_2 - \frac{w_1 w_2 (K_1 - K_2)^2}{w_2 K_1 + w_1 K_2 + y}.$$

The correction to the Voigt average shrinks as $y$ grows. If the moduli are equal, it vanishes and $H$ is constant.

## Evaluating $H$ in a composite calculation

For a three-dimensional, statistically isotropic mixture of isotropic phases, the Hashin–Shtrikman bounds on the bulk modulus are $H(4G_{\min}/3)$ and $H(4G_{\max}/3)$, where $G_{\min}$ and $G_{\max}$ are the smallest and largest shear moduli of the phases. A code can therefore use one function for both bounds, with the bulk and shear moduli of the phases, obtained for example from single-phase simulations, as input; within this scalar model, monotonicity puts the two outputs in the right order.

When $y$ is much larger than the moduli, $1/S(y)$ and $y$ are nearly equal, and their subtraction loses digits in floating-point arithmetic. Cancelling the common $y$ in the weighted mean gives the form

$$H(y) = \frac{\sum_i w_i K_i/(K_i + y)}{\sum_i w_i/(K_i + y)},$$

which contains no subtraction and also works at $y = 0$. As a test case, $w_1 = w_2 = 1/2$, $K_1 = 1$, $K_2 = 3$ and $y = 2$ give $H = 1.75$, between $K_R = 1.5$ and $K_V = 2$.

## The definitions in Lean

The phases are the elements of a finite type `ι`. Fractions and moduli are real functions `w K : ι → ℝ`, so the number of phases is arbitrary.

```lean
import Mathlib

open Filter Topology

namespace VoigtReussInterpolation

noncomputable section

variable {ι : Type*} [Fintype ι]
```

The function `compliance w K y` is $S(y)$.

```lean
/-- The averaged compliance `∑ w i / (K i + y)` of phases with fractions `w i` and moduli `K i`,
each stiffened by `y`; its domain is `K i + y ≠ 0` for all `i`. -/
def compliance (w K : ι → ℝ) (y : ℝ) : ℝ := ∑ i, w i / (K i + y)
```

The function `effective w K y` is $H(y)$. Its name describes its role in the model: no microstructure or elastic boundary-value problem enters the definition.

```lean
/-- The effective modulus `H(y) = 1 / (∑ w i / (K i + y)) - y`; its domain is
`K i + y ≠ 0` for all `i` and a nonzero averaged compliance. -/
def effective (w K : ι → ℝ) (y : ℝ) : ℝ := 1 / compliance w K y - y
```

The two classical averages are defined independently of $H$.

```lean
/-- The Voigt average: the arithmetic mean of the moduli `K i`, weighted by fractions `w i` that sum
to one. -/
def voigt (w K : ι → ℝ) : ℝ := ∑ i, w i * K i

/-- The Reuss average: the harmonic mean of the moduli `K i`, weighted by fractions `w i` that sum
to one, for nonzero `K i` and a nonzero sum `∑ w i / K i`. -/
def reuss (w K : ι → ℝ) : ℝ := 1 / ∑ i, w i / K i
```

The general theorems share three hypotheses: `hw` says that the fractions are nonnegative, `hs` that they sum to one, and `hK` that every modulus is positive. A phase may have zero fraction. Elastic tensors and coupling between different moduli are not part of the model.

## Positive compliance and monotonicity

Positivity of $S(y)$ permits the later divisions. The proof first finds a phase with positive fraction: if there were none, the sum of the fractions would be at most zero, contradicting `hs`. That phase contributes a positive term, and the others contribute nonnegative ones.

```lean
/-- For positive moduli, nonnegative fractions that sum to one and `y ≥ 0`, the averaged
compliance is positive. -/
theorem compliance_pos {w K : ι → ℝ} (hw : ∀ i, 0 ≤ w i) (hs : ∑ i, w i = 1)
    (hK : ∀ i, 0 < K i) {y : ℝ} (hy : 0 ≤ y) : 0 < compliance w K y := by
  -- some phase is really present
  obtain ⟨i, hi⟩ : ∃ i, 0 < w i := by
    by_contra h
    have h0 : ∑ i, w i ≤ 0 :=
      Finset.sum_nonpos fun i _ => le_of_not_gt fun hi => h ⟨i, hi⟩
    linarith
  exact Finset.sum_pos' (fun j _ => div_nonneg (hw j) (by linarith [hK j]))
    ⟨i, Finset.mem_univ i, div_pos hi (by linarith [hK i])⟩
```

`MonotoneOn (effective w K) (Set.Ici 0)` says that $0 \le y \le z$ implies $H(y) \le H(z)$. In the proof, `key` is the inequality for one phase. Its identity `e` displays the difference as a square over a positive denominator, and `field_simp` followed by `ring` verifies it. The sum over phases is `hsum`. The choice $a = S(y)$ and the cancellation of $1 + tS(y)$ give `hc`, and `hfin` is the resulting inequality between reciprocals.

```lean
/-- For positive moduli and nonnegative fractions that sum to one, the effective modulus `H` is
nondecreasing on `y ≥ 0`. -/
theorem effective_monotoneOn {w K : ι → ℝ} (hw : ∀ i, 0 ≤ w i) (hs : ∑ i, w i = 1)
    (hK : ∀ i, 0 < K i) : MonotoneOn (effective w K) (Set.Ici 0) := by
  intro y hy z hz hyz
  have hy0 : 0 ≤ y := hy
  have hz0 : 0 ≤ z := hz
  have ht : 0 ≤ z - y := sub_nonneg.2 hyz
  have hA := compliance_pos hw hs hK hy0
  have hB := compliance_pos hw hs hK hz0
  -- a tangent-line bound for each phase, with a free trial compliance `a`
  have key : ∀ (a : ℝ) (i : ι), (1 + (z - y) * a) ^ 2 * (w i / (K i + z)) ≤
      w i * ((z - y) * a ^ 2) + w i / (K i + y) := by
    intro a i
    have py : 0 < K i + y := by linarith [hK i]
    have pz : 0 < K i + z := by linarith [hK i]
    have e : w i * ((z - y) * a ^ 2) + w i / (K i + y)
        - (1 + (z - y) * a) ^ 2 * (w i / (K i + z)) =
        w i * (z - y) * ((K i + y) * a - 1) ^ 2 / ((K i + y) * (K i + z)) := by
      field_simp
      ring
    have h := div_nonneg (mul_nonneg (mul_nonneg (hw i) ht)
      (sq_nonneg ((K i + y) * a - 1))) (mul_pos py pz).le
    linarith
  have hsum : ∀ a : ℝ, (1 + (z - y) * a) ^ 2 * compliance w K z ≤
      (z - y) * a ^ 2 + compliance w K y := by
    intro a
    have h := Finset.sum_le_sum fun i (_ : i ∈ Finset.univ) => key a i
    rw [← Finset.mul_sum, Finset.sum_add_distrib, ← Finset.sum_mul, hs, one_mul] at h
    exact h
  -- the best trial value is the averaged compliance at `y`
  have hc : (1 + (z - y) * compliance w K y) * compliance w K z ≤ compliance w K y := by
    have hp : 0 < 1 + (z - y) * compliance w K y := by positivity
    refine le_of_mul_le_mul_left ?_ hp
    linarith [hsum (compliance w K y)]
  have hfin : z - y ≤ 1 / compliance w K z - 1 / compliance w K y := by
    rw [div_sub_div _ _ hB.ne' hA.ne', le_div_iff₀ (mul_pos hB hA)]
    linarith
  unfold effective
  linarith
```

## The limit and the bounds

`Tendsto (effective w K) atTop (𝓝 (voigt w K))` is the statement $H(y) \to K_V$ as $y \to +\infty$. The step `h1` proves that each factor $y/(K_i + y)$ tends to 1, and `lim` passes to the limit in the quotient of sums, whose denominator tends to 1. The identities `hN` and `hD` evaluate the numerator and denominator as in the derivation above. They identify the quotient with $H(y)$ for $y > 0$, which is enough for a limit at infinity.

```lean
/-- For positive moduli and nonnegative fractions that sum to one, the effective modulus `H(y)`
tends to the Voigt average as `y` tends to infinity. -/
theorem effective_tendsto_voigt {w K : ι → ℝ} (hw : ∀ i, 0 ≤ w i) (hs : ∑ i, w i = 1)
    (hK : ∀ i, 0 < K i) : Tendsto (effective w K) atTop (𝓝 (voigt w K)) := by
  have h1 : ∀ i, Tendsto (fun y : ℝ => y / (K i + y)) atTop (𝓝 1) := by
    intro i
    have h : Tendsto (fun y : ℝ => 1 - K i / (K i + y)) atTop (𝓝 (1 - 0)) :=
      tendsto_const_nhds.sub (Tendsto.div_atTop tendsto_const_nhds
        (tendsto_atTop_add_const_left _ (K i) tendsto_id))
    rw [sub_zero] at h
    refine h.congr' ((eventually_gt_atTop 0).mono fun y hy => ?_)
    have hp := mul_inv_cancel₀ (add_pos (hK i) hy).ne'
    linear_combination (-1 : ℝ) * hp
  have lim : Tendsto (fun y : ℝ => (∑ i, w i * K i * (y / (K i + y))) /
      (∑ i, w i * (y / (K i + y)))) atTop
      (𝓝 ((∑ i, w i * K i * 1) / (∑ i, w i * 1))) :=
    Tendsto.div (tendsto_finsetSum _ fun i _ => (h1 i).const_mul (w i * K i))
      (tendsto_finsetSum _ fun i _ => (h1 i).const_mul (w i)) (by simp [hs])
  have e : voigt w K = (∑ i, w i * K i * 1) / (∑ i, w i * 1) := by simp [voigt, hs]
  rw [e]
  -- for `y > 0` the effective modulus is a weighted mean of the moduli
  refine lim.congr' ((eventually_gt_atTop 0).mono fun y hy => ?_)
  have hA := compliance_pos hw hs hK hy.le
  have hN : ∑ i, w i * K i * (y / (K i + y)) = y * (1 - y * compliance w K y) := by
    rw [← hs, compliance, Finset.mul_sum, ← Finset.sum_sub_distrib, Finset.mul_sum]
    refine Finset.sum_congr rfl fun i _ => ?_
    have hp := mul_inv_cancel₀ (add_pos (hK i) hy).ne'
    linear_combination y * w i * hp
  have hD : ∑ i, w i * (y / (K i + y)) = y * compliance w K y := by
    rw [compliance, Finset.mul_sum]
    exact Finset.sum_congr rfl fun i _ => by ring
  rw [hN, hD, effective, div_eq_iff (mul_pos hy hA).ne']
  have hp := mul_inv_cancel₀ hA.ne'
  linear_combination (-y) * hp
```

The next theorem joins the three parts of the claim. The middle part, $H(0) = K_R$, follows by unfolding the definitions.

```lean
/-- For positive moduli and nonnegative fractions that sum to one, `H` is nondecreasing on
`y ≥ 0`, equals the Reuss average at `0` and tends to the Voigt average at infinity. -/
theorem reuss_to_voigt {w K : ι → ℝ} (hw : ∀ i, 0 ≤ w i) (hs : ∑ i, w i = 1)
    (hK : ∀ i, 0 < K i) :
    MonotoneOn (effective w K) (Set.Ici 0) ∧ effective w K 0 = reuss w K ∧
      Tendsto (effective w K) atTop (𝓝 (voigt w K)) :=
  ⟨effective_monotoneOn hw hs hK, by simp [effective, compliance, reuss],
    effective_tendsto_voigt hw hs hK⟩
```

The bounds follow from this theorem alone. The lower one compares $y$ with 0. For the upper one, `ge_of_tendsto` carries $H(y) \le H(z)$ to the limit $z \to \infty$. The Voigt–Reuss bounds of elasticity concern the true effective modulus of a composite and rest on energy principles; the inequalities here concern the function $H$.

```lean
/-- For positive moduli, nonnegative fractions that sum to one and `y ≥ 0`, the effective modulus
`H(y)` lies between the Reuss and the Voigt average. -/
theorem effective_mem_bounds {w K : ι → ℝ} (hw : ∀ i, 0 ≤ w i) (hs : ∑ i, w i = 1)
    (hK : ∀ i, 0 < K i) {y : ℝ} (hy : 0 ≤ y) :
    reuss w K ≤ effective w K y ∧ effective w K y ≤ voigt w K := by
  obtain ⟨hm, h0, hlim⟩ := reuss_to_voigt hw hs hK
  constructor
  · rw [← h0]
    exact hm (Set.mem_Ici.2 le_rfl) hy hy
  · exact ge_of_tendsto hlim ((eventually_ge_atTop y).mono fun z hz =>
      hm hy (Set.mem_Ici.2 (hy.trans hz)) hz)
```

## The formula for two phases

The vectors `![w₁, w₂]` and `![K₁, K₂]` specialise the definitions to two phases, and both fractions are now assumed positive. The step `hA` puts the compliance over a common denominator. The product identity is `hPQ`, proved by substituting $w_2 = 1 - w_1$ and expanding. The last rewriting clears the denominator $w_2 K_1 + w_1 K_2 + y$, which is positive, and reduces the formula to that identity.

```lean
/-- For two phases with positive moduli and positive fractions that sum to one, and `y ≥ 0`,
`H(y)` is the Voigt average minus `w₁ w₂ (K₁ - K₂)² / (w₂ K₁ + w₁ K₂ + y)`. -/
theorem two_phase_formula {w₁ w₂ K₁ K₂ y : ℝ} (hw₁ : 0 < w₁) (hw₂ : 0 < w₂)
    (hs : w₁ + w₂ = 1) (hK₁ : 0 < K₁) (hK₂ : 0 < K₂) (hy : 0 ≤ y) :
    effective ![w₁, w₂] ![K₁, K₂] y =
      w₁ * K₁ + w₂ * K₂ - w₁ * w₂ * (K₁ - K₂) ^ 2 / (w₂ * K₁ + w₁ * K₂ + y) := by
  have h1 : K₁ + y ≠ 0 := by positivity
  have h2 : K₂ + y ≠ 0 := by positivity
  have hD : w₂ * K₁ + w₁ * K₂ + y ≠ 0 := by positivity
  have hA : compliance ![w₁, w₂] ![K₁, K₂] y =
      (w₂ * K₁ + w₁ * K₂ + y) / ((K₁ + y) * (K₂ + y)) := by
    simp only [compliance, Fin.sum_univ_two, Matrix.cons_val_zero, Matrix.cons_val_one]
    rw [div_add_div _ _ h1 h2]
    congr 1
    linear_combination y * hs
  have hPQ : (K₁ + y) * (K₂ + y) + w₁ * w₂ * (K₁ - K₂) ^ 2 =
      (w₁ * K₁ + w₂ * K₂ + y) * (w₂ * K₁ + w₁ * K₂ + y) := by
    obtain rfl : w₂ = 1 - w₁ := by linarith
    ring
  rw [effective, hA, one_div_div, sub_eq_sub_iff_add_eq_add, ← add_div, div_eq_iff hD]
  exact hPQ

end

end VoigtReussInterpolation
```

```lean
#print axioms VoigtReussInterpolation.reuss_to_voigt
#print axioms VoigtReussInterpolation.effective_mem_bounds
#print axioms VoigtReussInterpolation.two_phase_formula
```

```
'VoigtReussInterpolation.reuss_to_voigt' depends on axioms: [propext, Classical.choice, Quot.sound]
'VoigtReussInterpolation.effective_mem_bounds' depends on axioms: [propext, Classical.choice, Quot.sound]
'VoigtReussInterpolation.two_phase_formula' depends on axioms: [propext, Classical.choice, Quot.sound]
```
